# Deutsch's lower bound on the summed outcome entropies of a pure state in two finite orthonormal bases

The theorem `deutsch_entropic_uncertainty` concerns a unit vector ψ in a complex inner product space with two finite orthonormal bases, whose mutual overlaps are all at most c in modulus. It states that the Shannon entropies of the outcome probabilities in the two bases, taken with the natural logarithm, sum to at least −2 log((1 + c)/2). The attempt first bounds every product of one probability from each basis by ((1 + c)/2)², using an earlier lemma on amplitudes. It then applies a general lemma that turns such a bound M into the entropy bound −log M, and leaves the last step to `linarith`.

An attempt in Lean 4 with a fault in it:

```lean
import Mathlib

open Finset

namespace DeutschEntropicUncertainty

noncomputable section

variable {E ι κ : Type*} [NormedAddCommGroup E] [InnerProductSpace ℂ E]
  [Fintype ι] [Fintype κ]

/-- The Born weight `|⟨b i, ψ⟩|²` of outcome `i` when the state `ψ` is measured in the
orthonormal basis `b`. -/
def outcomeProb (b : OrthonormalBasis ι ℂ E) (ψ : E) (i : ι) : ℝ :=
  ‖inner ℂ (b i) ψ‖ ^ 2

/-- The Shannon entropy `-∑ p log p`, with the natural logarithm. -/
def shannonEntropy (p : ι → ℝ) : ℝ := ∑ i, Real.negMulLog (p i)

/-- The outcome probabilities of a unit vector sum to one. -/
theorem sum_outcomeProb (b : OrthonormalBasis ι ℂ E) {ψ : E} (hψ : ‖ψ‖ = 1) :
    ∑ i, outcomeProb b ψ i = 1 := by
  have h := EuclideanSpace.norm_sq_eq (b.repr ψ)
  rw [b.repr.norm_map, hψ] at h
  simpa [outcomeProb, b.repr_apply_apply] using h.symm

/-- For unit vectors `u`, `v` and `ψ`, the product of the amplitudes of `ψ` along `u` and `v`
is at most `(1 + |⟨u, v⟩|) / 2`. -/
theorem amplitude_mul_le {u v ψ : E} (hu : ‖u‖ = 1) (hv : ‖v‖ = 1) (hψ : ‖ψ‖ = 1) :
    ‖inner ℂ u ψ‖ * ‖inner ℂ v ψ‖ ≤ (1 + ‖inner ℂ u v‖) / 2 := by
  have hψψ : inner ℂ ψ ψ = (1 : ℂ) := by
    rw [inner_self_eq_norm_sq_to_K, hψ]; simp
  have hvv : inner ℂ v v = (1 : ℂ) := by
    rw [inner_self_eq_norm_sq_to_K, hv]; simp
  have hc : inner ℂ v ψ = starRingEnd ℂ (inner ℂ ψ v) := (inner_conj_symm v ψ).symm
  -- the reflection of `v` through the line of `ψ` is again a unit vector
  obtain ⟨w, hw⟩ : ∃ w : E, w = (inner ℂ ψ v + inner ℂ ψ v) • ψ - v := ⟨_, rfl⟩
  have hww : inner ℂ w w = (1 : ℂ) := by
    rw [hw]
    simp only [inner_sub_left, inner_sub_right, inner_smul_left, inner_smul_right,
      hψψ, hvv, hc, map_add]
    ring
  have hn2 : ‖w‖ ^ 2 = 1 := by
    rw [InnerProductSpace.norm_sq_eq_re_inner (𝕜 := ℂ) w, hww]; simp
  have hn : ‖w‖ ≤ 1 := by nlinarith [norm_nonneg w]
  -- Cauchy-Schwarz for `u` and the reflected vector
  have hcs : ‖inner ℂ u w‖ ≤ 1 := by
    have h := norm_inner_le_norm (𝕜 := ℂ) u w
    rw [hu, one_mul] at h
    exact h.trans hn
  have hsplit : (inner ℂ ψ v + inner ℂ ψ v) * inner ℂ u ψ
      = inner ℂ u w + inner ℂ u v := by
    rw [hw, inner_sub_right, inner_smul_right]; ring
  have h2 : ‖(2 : ℂ)‖ = 2 := by norm_num
  have hnorm : ‖(inner ℂ ψ v + inner ℂ ψ v) * inner ℂ u ψ‖
      = 2 * (‖inner ℂ u ψ‖ * ‖inner ℂ v ψ‖) := by
    rw [← two_mul, norm_mul, norm_mul, norm_inner_symm ψ v, h2]; ring
  have htri := norm_add_le (inner ℂ u w) (inner ℂ u v)
  rw [← hsplit, hnorm] at htri
  linarith

/-- If all products `p i * q j` of two probability distributions are at most `M`, their Shannon
entropies sum to at least `-log M`. -/
theorem neg_log_le_entropy_add {p : ι → ℝ} {q : κ → ℝ} {M : ℝ}
    (hp : ∀ i, 0 ≤ p i) (hq : ∀ j, 0 ≤ q j) (hp1 : ∑ i, p i = 1) (hq1 : ∑ j, q j = 1)
    (hM : ∀ i j, p i * q j ≤ M) :
    -Real.log M ≤ shannonEntropy p + shannonEntropy q := by
  -- compare the surprisals outcome by outcome, weighted with `p i * q j`
  have key : ∀ i j, p i * q j * (-Real.log M)
      ≤ q j * Real.negMulLog (p i) + p i * Real.negMulLog (q j) := by
    intro i j
    rcases (hp i).eq_or_lt with h | h
    · simp [← h]
    rcases (hq j).eq_or_lt with h' | h'
    · simp [← h']
    have hlog := Real.log_le_log (mul_pos h h') (hM i j)
    rw [Real.log_mul h.ne' h'.ne'] at hlog
    simp only [Real.negMulLog]
    nlinarith [mul_le_mul_of_nonneg_left hlog (mul_pos h h').le]
  calc -Real.log M = ∑ i, ∑ j, p i * q j * (-Real.log M) := by
        simp_rw [← Finset.sum_mul, ← Finset.mul_sum, hq1, mul_one, hp1, one_mul]
    _ ≤ ∑ i, ∑ j, (q j * Real.negMulLog (p i) + p i * Real.negMulLog (q j)) :=
        Finset.sum_le_sum fun i _ => Finset.sum_le_sum fun j _ => key i j
    _ = shannonEntropy p + shannonEntropy q := by
        unfold shannonEntropy
        simp_rw [Finset.sum_add_distrib, ← Finset.sum_mul, ← Finset.mul_sum, hq1, one_mul,
          ← Finset.sum_mul, hp1, one_mul]

/-- **Deutsch entropic uncertainty relation.** If all overlaps of two orthonormal bases are at
most `c` in modulus, the outcome entropies of a unit vector sum to at least
`-2 log ((1 + c) / 2)`. -/
theorem deutsch_entropic_uncertainty (a : OrthonormalBasis ι ℂ E)
    (b : OrthonormalBasis κ ℂ E) {c : ℝ} (hc : ∀ i j, ‖inner ℂ (a i) (b j)‖ ≤ c)
    {ψ : E} (hψ : ‖ψ‖ = 1) :
    -2 * Real.log ((1 + c) / 2)
      ≤ shannonEntropy (outcomeProb a ψ) + shannonEntropy (outcomeProb b ψ) := by
  have hM : ∀ i j, outcomeProb a ψ i * outcomeProb b ψ j ≤ ((1 + c) / 2) ^ 2 := by
    intro i j
    have h := amplitude_mul_le (a.orthonormal.1 i) (b.orthonormal.1 j) hψ
    have h' : ‖inner ℂ (a i) ψ‖ * ‖inner ℂ (b j) ψ‖ ≤ (1 + c) / 2 := by
      linarith [hc i j]
    unfold outcomeProb
    rw [← mul_pow]
    exact pow_le_pow_left₀ (by positivity) h' 2
  have h := neg_log_le_entropy_add (fun i => sq_nonneg _) (fun j => sq_nonneg _)
    (sum_outcomeProb a hψ) (sum_outcomeProb b hψ) hM
  rw [Real.log_pow] at h
  push_cast at h
  linarith

end

end DeutschEntropicUncertainty
```

Messages:

```
Main.lean:109:2: error: linarith failed to find a contradiction
E : Type u_1
ι : Type u_2
κ : Type u_3
inst✝³ : NormedAddCommGroup E
inst✝² : InnerProductSpace ℂ E
inst✝¹ : Fintype ι
inst✝ : Fintype κ
a : OrthonormalBasis ι ℂ E
b : OrthonormalBasis κ ℂ E
c : ℝ
hc : ∀ (i : ι) (j : κ), ‖inner ℂ (a i) (b j)‖ ≤ c
ψ : E
hψ : ‖ψ‖ = 1
hM : ∀ (i : ι) (j : κ), outcomeProb a ψ i * outcomeProb b ψ j ≤ ((1 + c) / 2) ^ 2
h :
  -(2 * Real.log ((1 + c) / 2)) ≤
    (shannonEntropy fun i => ‖inner ℂ (a i) ψ‖ ^ 2) + shannonEntropy fun j => ‖inner ℂ (b j) ψ‖ ^ 2
a✝ : shannonEntropy (outcomeProb a ψ) + shannonEntropy (outcomeProb b ψ) < -2 * Real.log ((1 + c) / 2)
⊢ False
failed
```

What went wrong. The inequality `h` is the one wanted, but its entropies are written differently from those in the goal. The call to `neg_log_le_entropy_add` left `p` and `q` to be inferred, and the first arguments to constrain them were the proofs `sq_nonneg _`, which prove that a square is nonnegative. They forced `p i` and `q j` to have the form of squares. The later arguments, stated with `outcomeProb`, were matched to that form by unfolding the definition, which gave functions such as `fun i => ‖inner ℂ (a i) ψ‖ ^ 2`. These equal `outcomeProb a ψ` and `outcomeProb b ψ` by definition, but `linarith` does not unfold `outcomeProb` to see it. It treats the entropies in `h` and in the goal as unrelated quantities, and so finds no contradiction.

The repair names `p` and `q` as `outcomeProb a ψ` and `outcomeProb b ψ`, so that `h` speaks of the same entropies as the goal and linear arithmetic suffices. It also replaces the `sq_nonneg _` proofs, which had imposed the squared form. The new ones unfold `outcomeProb` only inside the proof of nonnegativity and call `positivity` there, which leaves the functions appearing in `h` untouched.

As a diff, the version that Lean accepts:

```diff
@@ -103,5 +103,6 @@
     rw [← mul_pow]
     exact pow_le_pow_left₀ (by positivity) h' 2
-  have h := neg_log_le_entropy_add (fun i => sq_nonneg _) (fun j => sq_nonneg _)
+  have h := neg_log_le_entropy_add (p := outcomeProb a ψ) (q := outcomeProb b ψ)
+    (fun i => by unfold outcomeProb; positivity) (fun j => by unfold outcomeProb; positivity)
     (sum_outcomeProb a hψ) (sum_outcomeProb b hψ) hM
   rw [Real.log_pow] at h
```
